# Electron density in a vacancy model of an acceptor-doped oxide: a pressure exponent between −1/4 and −1/6

## Two exponents from one reaction

Take an undoped oxide in which each oxygen vacancy releases two electrons, and neglect holes throughout. With vacancy density v and electron density n, neutrality is 2v = n. Mass action at oxygen pressure P, with constant K, then gives

n³ = 2K P^(−1/2),

so n ∝ P^(−1/6). Now add singly charged acceptors of fixed density A. If n ≪ A, neutrality pins v near A/2, and n² ∝ P^(−1/2) gives n ∝ P^(−1/4). The exponent depends on whether v follows n. In between, K = A = P = 1 gives v = n = 1 and a local exponent of −1/5.

## The equilibrium conditions

For K, A, P > 0, an equilibrium is a pair v, n > 0 with

v n² = K P^(−1/2),
2v = n + A.

K is the equilibrium constant, at fixed temperature, of the reaction that releases oxygen as ½ O₂ and leaves a doubly charged vacancy and two electrons; the standard free energy of that reaction sets its value. K is taken as given here, as is the dilute form of mass action. Holes, defect association and incomplete acceptor ionisation are left out.

## One equilibrium at each pressure

Eliminating v gives

n²(n + A) = t, where t = 2K P^(−1/2) > 0.

The left side is 0 at n = 0 and exceeds t at n = t + 1, so by continuity there is a root, and it is positive. Then v = (n + A)/2. Taking logarithms,

ln P = 2 ln(2K) − 2 ln(n + A) − 4 ln n.

For two equilibria with n₁ ≤ n₂, subtraction gives

ln P₁ − ln P₂ = 2[ln(n₂ + A) − ln(n₁ + A)] + 4[ln n₂ − ln n₁] ≥ 4[ln n₂ − ln n₁].

Hence 4|Δ ln n| ≤ |Δ ln P|. Equal pressures force equal densities, and ln n is continuous in ln P.

## The slope and its limits

Differentiating with respect to ln n,

d ln P/d ln n = −2n/(n + A) − 4 = −2(3n + 2A)/(n + A).

This is nonzero, so inversion gives

s = d ln n/d ln P = −(n + A)/(2(3n + 2A)).

The distances to the two bounds are positive:

s + 1/4 = n/(4(3n + 2A)),
−1/6 − s = A/(6(3n + 2A)).

If n ≤ b for some b > 0, the logarithmic law bounds P below by a positive number; if n ≥ ε > 0, it bounds P above. So n → ∞ as P → 0⁺ and n → 0 as P → ∞, and s tends to −1/6 and −1/4 respectively. The second limit belongs to the model without holes: with a fixed product of electron and hole densities, neutrality would keep n away from 0 as P → ∞.

The condition A > 0 can't be relaxed to A ≥ 0: at A = 0 the slope is −1/6 at every pressure, so both the strict upper bound and the limit −1/4 fail.

Within this dilute model, with doubly charged vacancies only and no holes, the result helps to interpret the slope of a log-log plot of electron density against oxygen pressure.

## The statement in Lean

`IsEquilibrium K A P v n` bundles positivity of v and n, mass action and neutrality for real numbers, with pressure and densities in fixed units. `electron_density_pressure_law` provides functions `v` and `n`; its equivalence says that the equilibrium pairs at P > 0 are exactly (v(P), n(P)).

The slope is the derivative of `fun y => Real.log (n (Real.exp y))` at `Real.log P`, where y is the logarithm of pressure. Its value is `logSlope A (n P)`, and `Ioo` denotes the open interval. The filter `𝓝[>] 0` means P → 0⁺, and `atTop` means P → ∞.

```lean
import Mathlib

open Filter Topology Set

namespace AcceptorDopedOxide

/-- Equilibrium at oxygen pressure `P` of doubly charged oxygen vacancies (density `v`) and
electrons (density `n`) with singly charged acceptors (density `A`): both densities are positive
and obey mass action with constant `K` and charge neutrality. -/
structure IsEquilibrium (K A P v n : ℝ) : Prop where
  v_pos : 0 < v
  n_pos : 0 < n
  massAction : v * n ^ 2 = K * P ^ (-1 / 2 : ℝ)
  neutrality : 2 * v = n + A

/-- The slope `-(n + A) / (2 (3n + 2A))` as a function of the acceptor density `A` and the
electron density `n`, for `3n + 2A ≠ 0`. -/
noncomputable def logSlope (A n : ℝ) : ℝ := -(n + A) / (2 * (3 * n + 2 * A))

/-- At equilibrium, with `K` and `P` positive, the logarithm of the pressure is an explicit
function of the electron density. -/
theorem log_pressure {K A P v n : ℝ} (hK : 0 < K) (hP : 0 < P)
    (h : IsEquilibrium K A P v n) :
    Real.log P = 2 * Real.log (2 * K) - 2 * Real.log (n + A) - 4 * Real.log n := by
  have e := congrArg Real.log h.massAction
  rw [Real.log_mul h.v_pos.ne' (pow_pos h.n_pos 2).ne', Real.log_pow,
    Real.log_mul hK.ne' (Real.rpow_pos_of_pos hP _).ne', Real.log_rpow hP] at e
  rw [← h.neutrality, Real.log_mul two_ne_zero hK.ne', Real.log_mul two_ne_zero h.v_pos.ne']
  push_cast at e
  linarith

/-- For two equilibria of the same material (`K > 0`) at positive pressures, the change of `ln n` is
at most a quarter of the change of `ln P`, both in absolute value. -/
theorem log_density_gap {K A P₁ P₂ v₁ v₂ n₁ n₂ : ℝ} (hK : 0 < K) (hP₁ : 0 < P₁) (hP₂ : 0 < P₂)
    (h₁ : IsEquilibrium K A P₁ v₁ n₁) (h₂ : IsEquilibrium K A P₂ v₂ n₂) :
    4 * |Real.log n₁ - Real.log n₂| ≤ |Real.log P₁ - Real.log P₂| := by
  have e₁ := log_pressure hK hP₁ h₁
  have e₂ := log_pressure hK hP₂ h₂
  have p₁ : 0 < n₁ + A := by linarith [h₁.neutrality, h₁.v_pos]
  have p₂ : 0 < n₂ + A := by linarith [h₂.neutrality, h₂.v_pos]
  rcases le_total n₁ n₂ with h | h
  · have a := Real.log_le_log h₁.n_pos h
    have b := Real.log_le_log p₁ (by linarith : n₁ + A ≤ n₂ + A)
    rw [abs_of_nonpos (by linarith), abs_of_nonneg (by linarith)]
    linarith
  · have a := Real.log_le_log h₂.n_pos h
    have b := Real.log_le_log p₂ (by linarith : n₂ + A ≤ n₁ + A)
    rw [abs_of_nonneg (by linarith), abs_of_nonpos (by linarith)]
    linarith

/-- For `K > 0`, `A ≥ 0` and `P > 0` there is exactly one pair of vacancy and electron densities
in equilibrium. -/
theorem existsUnique_equilibrium {K A P : ℝ} (hK : 0 < K) (hA : 0 ≤ A) (hP : 0 < P) :
    ∃! p : ℝ × ℝ, IsEquilibrium K A P p.1 p.2 := by
  obtain ⟨t, ht⟩ : ∃ t, t = 2 * (K * P ^ (-1 / 2 : ℝ)) := ⟨_, rfl⟩
  have t0 : 0 < t := by
    rw [ht]
    exact mul_pos two_pos (mul_pos hK (Real.rpow_pos_of_pos hP _))
  -- the cubic `n² (n + A)` passes through the value `t`
  have hc : ContinuousOn (fun x : ℝ => x ^ 2 * (x + A)) (Icc 0 (t + 1)) := by fun_prop
  have hm : t ∈ Icc ((0 : ℝ) ^ 2 * (0 + A)) ((t + 1) ^ 2 * (t + 1 + A)) := by
    constructor
    · simpa using t0.le
    · nlinarith [pow_pos t0 2, pow_pos t0 3, mul_nonneg (sq_nonneg (t + 1)) hA]
  obtain ⟨n, hn, hnt⟩ := intermediate_value_Icc (by linarith : (0 : ℝ) ≤ t + 1) hc hm
  have hnt' : n ^ 2 * (n + A) = t := hnt
  have n0 : 0 < n := by
    rcases hn.1.eq_or_lt with h | h
    · rw [← h] at hnt'
      norm_num at hnt'
      linarith
    · exact h
  have heq : IsEquilibrium K A P ((n + A) / 2) n :=
    ⟨by linarith, n0, by linarith, by ring⟩
  refine ⟨((n + A) / 2, n), heq, ?_⟩
  rintro ⟨v', n'⟩ h'
  have h'' : IsEquilibrium K A P v' n' := h'
  -- equal pressures leave no gap between the densities
  have g := log_density_gap hK hP hP h'' heq
  rw [sub_self, abs_zero] at g
  have z : |Real.log n' - Real.log n| = 0 :=
    le_antisymm (by linarith) (abs_nonneg _)
  have e : n' = n := Real.log_injOn_pos h''.n_pos n0 (sub_eq_zero.mp (abs_eq_zero.mp z))
  have w := h''.neutrality
  exact Prod.ext (by change v' = (n + A) / 2; linarith) e

/-- Along the equilibria of a material with `K > 0`, the slope `d ln n / d ln P` at each positive
pressure is `-(n + A) / (2 (3n + 2A))`. -/
theorem hasDerivAt_log_density {K A : ℝ} {v n : ℝ → ℝ} (hK : 0 < K)
    (hn : ∀ P, 0 < P → IsEquilibrium K A P (v P) (n P)) {P : ℝ} (hP : 0 < P) :
    HasDerivAt (fun y => Real.log (n (Real.exp y))) (logSlope A (n P)) (Real.log P) := by
  have n0 := (hn P hP).n_pos
  have p1 : 0 < n P + A := by linarith [(hn P hP).neutrality, (hn P hP).v_pos]
  have hc : ContinuousAt (fun y => Real.log (n (Real.exp y))) (Real.log P) := by
    rw [Metric.continuousAt_iff]
    intro ε hε
    refine ⟨ε, hε, fun {y} hy => ?_⟩
    have g := log_density_gap hK (Real.exp_pos y) (Real.exp_pos (Real.log P))
      (hn _ (Real.exp_pos _)) (hn _ (Real.exp_pos _))
    rw [Real.log_exp, Real.log_exp] at g
    rw [Real.dist_eq] at hy ⊢
    linarith [abs_nonneg (Real.log (n (Real.exp y)) - Real.log (n (Real.exp (Real.log P))))]
  -- differentiate `ln P` as a function of `x = ln n`
  have h1 : HasDerivAt (fun x => Real.exp x + A) (n P) (Real.log (n P)) :=
    ((Real.hasDerivAt_exp (Real.log (n P))).add_const A).congr_deriv (Real.exp_log n0)
  have hne : Real.exp (Real.log (n P)) + A ≠ 0 := by
    rw [Real.exp_log n0]
    exact p1.ne'
  have hF : HasDerivAt
      (fun x => 2 * Real.log (2 * K) - 2 * Real.log (Real.exp x + A) - 4 * x)
      (-(2 * (3 * n P + 2 * A) / (n P + A))) (Real.log (n P)) := by
    refine ((((h1.log hne).const_mul 2).const_sub (2 * Real.log (2 * K))).fun_sub
      ((hasDerivAt_id' _).const_mul 4)).congr_deriv ?_
    simp only [Real.exp_log n0]
    rw [show 2 * (3 * n P + 2 * A) = 2 * n P + 4 * (n P + A) by ring, add_div,
      mul_div_cancel_right₀ _ p1.ne']
    ring
  -- and invert
  refine (HasDerivAt.of_local_left_inverse hc
    (by simpa only [Real.exp_log hP] using hF)
    (neg_ne_zero.mpr (div_pos (by linarith) p1).ne')
    (Eventually.of_forall fun y => ?_)).congr_deriv ?_
  · have e := log_pressure hK (Real.exp_pos y) (hn _ (Real.exp_pos y))
    rw [Real.log_exp] at e
    simp only [Real.exp_log (hn _ (Real.exp_pos y)).n_pos]
    exact e.symm
  · rw [logSlope, inv_neg, inv_div, neg_div]

/-- For `K > 0` the equilibrium electron density is differentiable in the pressure at each
`P > 0`, with derivative `n / P` times the logarithmic slope. -/
theorem hasDerivAt_density {K A : ℝ} {v n : ℝ → ℝ} (hK : 0 < K)
    (hn : ∀ P, 0 < P → IsEquilibrium K A P (v P) (n P)) {P : ℝ} (hP : 0 < P) :
    HasDerivAt n (logSlope A (n P) * n P / P) P := by
  have h := ((hasDerivAt_log_density hK hn hP).comp P (Real.hasDerivAt_log hP.ne')).exp
  refine (h.congr_of_eventuallyEq ?_).congr_deriv ?_
  · filter_upwards [Ioi_mem_nhds hP] with Q hQ
    have hQ' : 0 < Q := hQ
    simp only [Function.comp_apply, Real.exp_log hQ', Real.exp_log (hn Q hQ').n_pos]
  · simp only [Function.comp_apply, Real.exp_log hP, Real.exp_log (hn P hP).n_pos]
    ring

/-- For positive acceptor and electron densities the slope lies strictly between `-1/4` and
`-1/6`. -/
theorem logSlope_mem {A n : ℝ} (hA : 0 < A) (hn : 0 < n) :
    logSlope A n ∈ Ioo (-1 / 4 : ℝ) (-1 / 6) := by
  have p : 0 < 2 * (3 * n + 2 * A) := by positivity
  constructor
  · rw [logSlope, lt_div_iff₀ p]
    linarith
  · rw [logSlope, div_lt_iff₀ p]
    linarith

/-- For `K, A > 0` the equilibrium electron density grows without bound as the pressure tends to
zero from above, and vanishes as the pressure tends to infinity. -/
theorem density_limits {K A : ℝ} {v n : ℝ → ℝ} (hK : 0 < K) (hA : 0 < A)
    (hn : ∀ P, 0 < P → IsEquilibrium K A P (v P) (n P)) :
    Tendsto n (𝓝[>] 0) atTop ∧ Tendsto n atTop (𝓝 0) := by
  constructor
  · rw [tendsto_atTop]
    intro b
    have m0 : 0 < max b 1 := lt_of_lt_of_le one_pos (le_max_right b 1)
    filter_upwards [Ioo_mem_nhdsGT (Real.exp_pos (2 * Real.log (2 * K)
      - 2 * Real.log (max b 1 + A) - 4 * Real.log (max b 1)))] with P hP
    have l := (Real.log_lt_iff_lt_exp hP.1).2 hP.2
    have h := hn P hP.1
    have n0 := h.n_pos
    by_contra hb
    have hm : n P ≤ max b 1 := (not_le.mp hb).le.trans (le_max_left b 1)
    have a₁ := Real.log_le_log n0 hm
    have a₂ := Real.log_le_log (by linarith : 0 < n P + A)
      (by linarith : n P + A ≤ max b 1 + A)
    linarith [log_pressure hK hP.1 h]
  · rw [Metric.tendsto_atTop]
    intro ε hε
    refine ⟨Real.exp (2 * Real.log (2 * K) - 2 * Real.log (ε + A) - 4 * Real.log ε) + 1,
      fun P hP => ?_⟩
    have P0 : 0 < P := lt_of_lt_of_le (by positivity) hP
    have l := (Real.lt_log_iff_exp_lt P0).2 (lt_of_lt_of_le (lt_add_one _) hP)
    have h := hn P P0
    rw [Real.dist_eq, sub_zero, abs_of_pos h.n_pos]
    by_contra hb
    have hm : ε ≤ n P := not_lt.mp hb
    have a₁ := Real.log_le_log hε hm
    have a₂ := Real.log_le_log (by linarith : 0 < ε + A) (by linarith : ε + A ≤ n P + A)
    linarith [log_pressure hK P0 h]

/-- For `K, A > 0` the equilibrium conditions determine the vacancy and electron densities at
every `P > 0`. The electron density is differentiable, its slope `d ln n / d ln P` is
`-(n + A) / (2 (3n + 2A))`, strictly between `-1/4` and `-1/6`, and the slope tends to `-1/6` as
`P → 0⁺` and to `-1/4` as `P → ∞`. -/
theorem electron_density_pressure_law {K A : ℝ} (hK : 0 < K) (hA : 0 < A) :
    ∃ v n : ℝ → ℝ,
      (∀ P, 0 < P → ∀ v' n', IsEquilibrium K A P v' n' ↔ v' = v P ∧ n' = n P) ∧
      (∀ P, 0 < P → DifferentiableAt ℝ n P ∧
        HasDerivAt (fun y => Real.log (n (Real.exp y))) (logSlope A (n P)) (Real.log P) ∧
        logSlope A (n P) ∈ Ioo (-1 / 4 : ℝ) (-1 / 6)) ∧
      Tendsto (fun P => logSlope A (n P)) (𝓝[>] 0) (𝓝 (-1 / 6)) ∧
      Tendsto (fun P => logSlope A (n P)) atTop (𝓝 (-1 / 4)) := by
  have hex : ∀ P : ℝ, ∃ p : ℝ × ℝ, 0 < P → IsEquilibrium K A P p.1 p.2 := by
    intro P
    by_cases hP : 0 < P
    · obtain ⟨p, hp, _⟩ := existsUnique_equilibrium hK hA.le hP
      exact ⟨p, fun _ => hp⟩
    · exact ⟨0, fun h => absurd h hP⟩
  choose p hp using hex
  have hn : ∀ P, 0 < P → IsEquilibrium K A P ((fun Q => (p Q).1) P) ((fun Q => (p Q).2) P) := hp
  obtain ⟨lim0, limInf⟩ := density_limits hK hA hn
  refine ⟨fun P => (p P).1, fun P => (p P).2, ?_, ?_, ?_, ?_⟩
  · intro P hP v' n'
    constructor
    · intro h
      have e : (v', n') = p P :=
        (existsUnique_equilibrium hK hA.le hP).unique h (hp P hP)
      exact ⟨congrArg Prod.fst e, congrArg Prod.snd e⟩
    · rintro ⟨rfl, rfl⟩
      exact hp P hP
  · intro P hP
    exact ⟨(hasDerivAt_density hK hn hP).differentiableAt, hasDerivAt_log_density hK hn hP,
      logSlope_mem hA (hp P hP).n_pos⟩
  · -- the deviation from `-1/6` is `A / (6 (3n + 2A))`
    have d : Tendsto (fun x : ℝ => 6 * (3 * x + 2 * A)) atTop atTop :=
      (tendsto_atTop_add_const_right _ _
        (tendsto_id.const_mul_atTop (by norm_num : (0 : ℝ) < 3))).const_mul_atTop
        (by norm_num : (0 : ℝ) < 6)
    have s : Tendsto (fun x : ℝ => -1 / 6 - A / (6 * (3 * x + 2 * A))) atTop
        (𝓝 (-1 / 6)) := by
      simpa using (d.const_div_atTop A).const_sub (-1 / 6 : ℝ)
    have r : Tendsto (logSlope A) atTop (𝓝 (-1 / 6)) := by
      refine s.congr' ?_
      filter_upwards [eventually_gt_atTop (0 : ℝ)] with x hx
      have q : 3 * x + 2 * A ≠ 0 := by positivity
      rw [logSlope, div_sub_div _ _ (by norm_num) (mul_ne_zero (by norm_num) q),
        div_eq_div_iff (mul_ne_zero (by norm_num) (mul_ne_zero (by norm_num) q))
          (mul_ne_zero (by norm_num) q)]
      ring
    exact r.comp lim0
  · have c : ContinuousAt (logSlope A) 0 := by
      unfold logSlope
      exact ContinuousAt.div (by fun_prop) (by fun_prop) (by simp [hA.ne'])
    have e : logSlope A 0 = -1 / 4 := by
      rw [logSlope, div_eq_div_iff (by simp [hA.ne']) (by norm_num)]
      ring
    have r : Tendsto (logSlope A) (𝓝 0) (𝓝 (-1 / 4)) := e ▸ c.tendsto
    exact r.comp limInf

end AcceptorDopedOxide
```

```lean
#print axioms AcceptorDopedOxide.electron_density_pressure_law
```

```
'AcceptorDopedOxide.electron_density_pressure_law' depends on axioms: [propext, Classical.choice, Quot.sound]
```

## From the logarithmic law to the theorem

`log_pressure` derives the logarithmic law, and `log_density_gap` compares two equilibria, with `linarith` combining the monotonicity of the two logarithms. `existsUnique_equilibrium` applies `intermediate_value_Icc` to the cubic and obtains uniqueness from the gap estimate.

In `hasDerivAt_log_density`, the same estimate supplies the continuity that `HasDerivAt.of_local_left_inverse` needs to invert the derivative of ln P. `hasDerivAt_density` returns to n(P) by the chain rule:

dn/dP = s n/P.

`logSlope_mem` proves the bounds by clearing the positive denominator. `density_limits` argues by contradiction from the logarithmic law, as above.

The main theorem uses `choose` to turn the equilibria into functions of pressure. It then composes the limits of n with those of `logSlope`: the distance to −1/6 vanishes for large n, while continuity at n = 0 gives −1/4.
